# The Cayley transform of a finite Hermitian Hamiltonian is unitary

Let H be a Hermitian Hamiltonian given as a finite complex matrix, and let G = (z − H)⁻¹ be its Green's function at a complex energy z with imaginary part y > 0. The theorem `cayley_unitary` states that U = 1 − 2iyG satisfies U†U = 1, which for a finite square matrix means that U is unitary. The proof multiplies out U†U using a general matrix identity, `expand`, for (1 + cA)(1 − cG), applied with c = 2iy and A = G†. It then uses the spectral identity i(G − G†) = 2yG†G to cancel the terms that remain beside the identity matrix.

As first written in Lean, the proof fails:

```lean
import Mathlib

open Matrix
open scoped Matrix.Norms.L2Operator ComplexOrder

namespace CayleyUnitary

noncomputable section

variable {n : Type*} [Fintype n] [DecidableEq n]

/-- The Green's function `(z - H)⁻¹` of the Hamiltonian matrix `H` at complex energy `z`,
meaningful when `z` is not an eigenvalue of `H`. -/
def green (z : ℂ) (H : Matrix n n ℂ) : Matrix n n ℂ :=
  (z • (1 : Matrix n n ℂ) - H)⁻¹

/-- For Hermitian `H` and `z` in the upper half plane, `z - H` is invertible. -/
theorem isUnit_det_sub {z : ℂ} (hz : 0 < z.im) {H : Matrix n n ℂ} (hH : H.IsHermitian) :
    IsUnit (z • (1 : Matrix n n ℂ) - H).det := by
  rw [isUnit_iff_ne_zero]
  intro hdet
  obtain ⟨v, hv, hMv⟩ := Matrix.exists_mulVec_eq_zero_iff.mpr hdet
  have hHv : H *ᵥ v = z • v := by
    rw [Matrix.sub_mulVec, Matrix.smul_mulVec, Matrix.one_mulVec] at hMv
    exact (sub_eq_zero.mp hMv).symm
  -- the expectation value of a Hermitian matrix is real
  have h1 : star v ⬝ᵥ (H *ᵥ v) = star (H *ᵥ v) ⬝ᵥ v := by
    rw [Matrix.star_mulVec, hH.eq, Matrix.dotProduct_mulVec]
  rw [hHv, dotProduct_smul, star_smul, smul_dotProduct, smul_eq_mul, smul_eq_mul] at h1
  have hs : star v ⬝ᵥ v ≠ 0 := fun h => hv (dotProduct_star_self_eq_zero.mp h)
  have h2 := congrArg Complex.im (mul_right_cancel₀ hs h1)
  simp only [Complex.star_def, Complex.conj_im] at h2
  linarith

/-- The spectral function `i(G - G†)` of a Hermitian Hamiltonian equals `2 y G†G` at
complex energy with imaginary part `y > 0`. -/
theorem spectral_function {z : ℂ} (hz : 0 < z.im) {H : Matrix n n ℂ} (hH : H.IsHermitian) :
    Complex.I • (green z H - (green z H)ᴴ)
      = (2 * (z.im : ℂ)) • ((green z H)ᴴ * green z H) := by
  have h1 : (z • (1 : Matrix n n ℂ) - H) * green z H = 1 :=
    Matrix.mul_nonsing_inv _ (isUnit_det_sub hz hH)
  have h2 : (green z H)ᴴ * (z • (1 : Matrix n n ℂ) - H)ᴴ = 1 := by
    rw [← Matrix.conjTranspose_mul, h1, Matrix.conjTranspose_one]
  have h3 : (z • (1 : Matrix n n ℂ) - H)ᴴ - (z • (1 : Matrix n n ℂ) - H)
      = (-(2 * (z.im : ℂ) * Complex.I)) • (1 : Matrix n n ℂ) := by
    have hc : -(2 * (z.im : ℂ) * Complex.I) = star z - z := by
      apply Complex.ext <;> simp
      ring
    rw [hc, Matrix.conjTranspose_sub, Matrix.conjTranspose_smul, Matrix.conjTranspose_one,
      hH.eq, sub_smul]
    abel
  have h4 : green z H - (green z H)ᴴ
      = (-(2 * (z.im : ℂ) * Complex.I)) • ((green z H)ᴴ * green z H) := by
    have regroup : ∀ A B M G : Matrix n n ℂ,
        A * B * G - A * (M * G) = A * (B - M) * G := by
      intro A B M G
      rw [mul_sub, sub_mul, mul_assoc A M G]
    calc green z H - (green z H)ᴴ
        = ((green z H)ᴴ * (z • (1 : Matrix n n ℂ) - H)ᴴ) * green z H
          - (green z H)ᴴ * ((z • (1 : Matrix n n ℂ) - H) * green z H) := by
          rw [h1, h2, one_mul, mul_one]
      _ = (green z H)ᴴ * ((z • (1 : Matrix n n ℂ) - H)ᴴ
          - (z • (1 : Matrix n n ℂ) - H)) * green z H := regroup _ _ _ _
      _ = _ := by rw [h3, Matrix.mul_smul, mul_one, Matrix.smul_mul]
  rw [h4, smul_smul]
  congr 1
  linear_combination (-2 * (z.im : ℂ)) * Complex.I_sq

/-- The Cayley transform `1 - 2 i y G` of a Hermitian Hamiltonian is unitary at complex
energy with imaginary part `y > 0`. -/
theorem cayley_unitary {z : ℂ} (hz : 0 < z.im) {H : Matrix n n ℂ} (hH : H.IsHermitian) :
    (1 - (2 * (z.im : ℂ) * Complex.I) • green z H)ᴴ
      * (1 - (2 * (z.im : ℂ) * Complex.I) • green z H) = 1 := by
  have hs := spectral_function hz hH
  have hc : star (2 * (z.im : ℂ) * Complex.I) = -(2 * (z.im : ℂ) * Complex.I) := by
    apply Complex.ext <;> simp
  have hcc : (2 * (z.im : ℂ) * Complex.I) * (2 * (z.im : ℂ) * Complex.I)
      = -(2 * (z.im : ℂ) * (2 * (z.im : ℂ))) := by
    linear_combination (4 * (z.im : ℂ) ^ 2) * Complex.I_sq
  have expand : ∀ (c : ℂ) (A G : Matrix n n ℂ),
      (1 + c • A) * (1 - c • G) = 1 - c • (G - A) - (c * c) • (A * G) := by
    intro c A G
    simp only [add_mul, mul_sub, one_mul, mul_one, smul_mul_assoc, mul_smul_comm,
      smul_sub, smul_smul]
    abel
  rw [Matrix.conjTranspose_sub, Matrix.conjTranspose_one, Matrix.conjTranspose_smul, hc,
    neg_smul, sub_neg_eq_add, expand, hcc, mul_smul, hs, smul_smul, neg_smul]
  abel

end

end CayleyUnitary
```

Messages:

```
Try this:
  [apply] abel_nf
Main.lean:81:73: error: unsolved goals
n : Type u_1
inst✝¹ : Fintype n
inst✝ : DecidableEq n
z : ℂ
hz : 0 < z.im
H : Matrix n n ℂ
hH : H.IsHermitian
hs : Complex.I • (green z H - (green z H)ᴴ) = (2 * ↑z.im) • ((green z H)ᴴ * green z H)
hc : star (2 * ↑z.im * Complex.I) = -(2 * ↑z.im * Complex.I)
hcc : 2 * ↑z.im * Complex.I * (2 * ↑z.im * Complex.I) = -(2 * ↑z.im * (2 * ↑z.im))
c : ℂ
A G : Matrix n n ℂ
⊢ 1 + (c • A + -1 • c • (G + c • (A * G))) = 1 + (c • A + (-1 • c • G + -1 • (c * c) • (A * G)))
Main.lean:84:16: warning: This simp argument is unused:
  smul_smul

Hint: Omit it from the simp argument list.
  [apply] simp only [add_mul, mul_sub, one_mul, mul_one, smul_mul_assoc, mul_smul_comm, smul_sub]

Note: This linter can be disabled with `set_option linter.unusedSimpArgs false`
```

This version goes through:

```diff
@@ -82,5 +82,5 @@
     intro c A G
     simp only [add_mul, mul_sub, one_mul, mul_one, smul_mul_assoc, mul_smul_comm,
-      smul_sub, smul_smul]
+      smul_sub, smul_add, smul_smul]
     abel
   rw [Matrix.conjTranspose_sub, Matrix.conjTranspose_one, Matrix.conjTranspose_smul, hc,
```

Diagnosis. The error is in the proof of `expand`. After `simp only` and `abel`, the left side of the goal still contains `c • (G + c • (A * G))`, a scalar multiple of a sum. The simp list has `smul_sub`, which distributes a scalar over a difference, but nothing that distributes it over a sum. `abel` does not do this for a general complex scalar `c` either, so it cannot match the left side with the separate terms on the right. The suggestion to try `abel_nf` only reflects that `abel` did not close the goal.

The warning that `smul_smul` is unused has the same origin. The two factors of `c` are separated by the sum, so there is no directly nested scalar multiplication to combine.

Adding `smul_add` turns the stuck term into `c • G + c • c • (A * G)`. Now `smul_smul` applies and gives `(c * c) • (A * G)`, as on the right side, and `abel` only has to rearrange sums and signs.
